# The von Roos operator as BenDaniel–Duke plus an effective potential

When the effective mass varies with position, $p^2/2m$ no longer specifies an operator, because $m(x)$ and $D=d/dx$ do not commute. Two calculations with the same mass and the same band-edge potential can then solve different Schrödinger equations, and the discrepancy may be mistaken for an error in the band edge. For a one-dimensional, single-band model with smoothly graded mass, the difference between two orderings of the symmetrised von Roos family defined below is an explicit potential.

## Claim and derivation

Let $m>0$ and $\psi$ be twice differentiable, let $\hbar=1$, and let the real exponents satisfy $\alpha+\beta+\gamma=-1$. Then

$$-\tfrac14\left(m^\alpha Dm^\beta Dm^\gamma+m^\gamma Dm^\beta Dm^\alpha\right)\psi=-\tfrac12\left(\frac{\psi'}{m}\right)'+W\psi,$$

$$W=-\frac{(\alpha+\gamma)\,m''}{4m^2}+\frac{(\alpha+\gamma+\alpha\gamma)\,m'^2}{2m^3}.$$

Moreover, $W$ vanishes for every mass profile if and only if $\alpha=\gamma=0$.

Take one product with exponents $a+b+c=-1$. The inner derivative gives

$$m^b(m^c\psi)'=m^{b+c}\psi'+c\,m'm^{b+c-1}\psi.$$

Differentiate again, multiply by $m^a$, and use $b+c=-1-a$:

$$m^aDm^bDm^c\psi=\frac{\psi''}{m}+(c-a-1)\frac{m'}{m^2}\psi'+\left[\frac{c\,m''}{m^2}-\frac{c(a+2)m'^2}{m^3}\right]\psi.$$

Now add the cases $(a,c)=(\alpha,\gamma)$ and $(\gamma,\alpha)$. The coefficients of $\psi'$ add to $-2m'/m^2$, and the sum is

$$2\left(\frac{\psi''}{m}-\frac{m'\psi'}{m^2}\right)+\left[\frac{(\alpha+\gamma)m''}{m^2}-\frac{2(\alpha+\gamma+\alpha\gamma)m'^2}{m^3}\right]\psi.$$

The first bracket is $(\psi'/m)'$, so multiplying by $-\tfrac14$ proves the identity.

An easy mistake is to move the rightmost $m^c$ to the left of the derivatives. This loses every term proportional to $\psi$, and with them all of $W$. It also changes the coefficient of $m'\psi'/m^2$ from $c-a-1=b+2c$ to $b$, so the remaining terms no longer add to $2(\psi'/m)'$ unless $\beta=-1$.

For the second claim, $m=1+x^2$ gives $W(0)=-(\alpha+\gamma)/2$, and $m=e^x$ gives $W(0)=(\alpha+\gamma+2\alpha\gamma)/4$. If both vanish, then $\alpha+\gamma=0$ and $\alpha\gamma=0$, so $\alpha=\gamma=0$. The converse is immediate from the formula.

## Formal development

In Lean 4 with Mathlib:

```lean
import Mathlib

namespace VonRoosOrdering

noncomputable section
```

The conditions on the mass form a predicate. They hold on the whole real line, so a mass that jumps at an abrupt interface is not covered.

```lean
/-- A position-dependent effective mass: positive and twice differentiable. -/
structure IsMassProfile (m : ℝ → ℝ) : Prop where
  pos : ∀ x, 0 < m x
  diff : Differentiable ℝ m
  diff2 : Differentiable ℝ (deriv m)
```

The operators are nested derivatives acting on a complex wave function. The symbol `•` multiplies a complex value by a real number.

```lean
/-- The ordered product `m^a D m^b D m^c` applied to a wave function, with `D = d/dx`. -/
def orderedProduct (a b c : ℝ) (m : ℝ → ℝ) (ψ : ℝ → ℂ) (x : ℝ) : ℂ :=
  m x ^ a • deriv (fun y => m y ^ b • deriv (fun z => m z ^ c • ψ z) y) x

/-- The von Roos kinetic energy operator, in units with `ħ = 1`. -/
def vonRoos (α β γ : ℝ) (m : ℝ → ℝ) (ψ : ℝ → ℂ) (x : ℝ) : ℂ :=
  (-(1 / 4) : ℝ) • (orderedProduct α β γ m ψ x + orderedProduct γ β α m ψ x)

/-- The BenDaniel–Duke kinetic energy operator `-(1/2) D (1/m) D`. -/
def benDanielDuke (m : ℝ → ℝ) (ψ : ℝ → ℂ) (x : ℝ) : ℂ :=
  (-(1 / 2) : ℝ) • deriv (fun y => (m y)⁻¹ • deriv ψ y) x
```

The potential is defined separately, as a real function. It does not take `β`, which the exponent sum fixes.

```lean
/-- The effective potential `W` produced by the operator ordering. -/
def orderingPotential (α γ : ℝ) (m : ℝ → ℝ) (x : ℝ) : ℝ :=
  -(α + γ) * deriv (deriv m) x / (4 * m x ^ 2)
    + (α + γ + α * γ) * deriv m x ^ 2 / (2 * m x ^ 3)
```

The expansion of one product follows the calculation above. `hpow` differentiates a real power of the mass, which requires positivity; `h1` and `h2` are the inner and outer derivatives. `p0`, `p1` and `p2` turn the combined powers into $1/m$, $1/m^2$ and $1/m^3$, and `module` collects the coefficients of $\psi''$, $\psi'$ and $\psi$.

```lean
/-- One ordered product with exponents summing to `-1`, written out in terms of
`ψ''`, `ψ'` and `ψ`. -/
theorem orderedProduct_expand {a b c : ℝ} (habc : a + b + c = -1) {m : ℝ → ℝ}
    (hm : IsMassProfile m) {ψ : ℝ → ℂ} (hψ : Differentiable ℝ ψ)
    (hψ' : Differentiable ℝ (deriv ψ)) (x : ℝ) :
    orderedProduct a b c m ψ x = (m x)⁻¹ • deriv (deriv ψ) x
      + ((c - a - 1) * deriv m x / m x ^ 2) • deriv ψ x
      + (c * deriv (deriv m) x / m x ^ 2
          - c * (a + 2) * deriv m x ^ 2 / m x ^ 3) • ψ x := by
  have hpow : ∀ p y : ℝ,
      HasDerivAt (fun z => m z ^ p) (deriv m y * p * m y ^ (p - 1)) y :=
    fun p y => (hm.diff y).hasDerivAt.rpow_const (Or.inl (hm.pos y).ne')
  -- the inner derivative
  have h1 : ∀ y, m y ^ b • deriv (fun z => m z ^ c • ψ z) y
      = m y ^ (b + c) • deriv ψ y + (c * (deriv m y * m y ^ (b + c - 1))) • ψ y := by
    intro y
    have hd : HasDerivAt (fun z => m z ^ c • ψ z)
        (m y ^ c • deriv ψ y + (deriv m y * c * m y ^ (c - 1)) • ψ y) y := by
      have h := (hpow c y).smul (hψ y).hasDerivAt
      exact h
    have e : m y ^ (b + c - 1) = m y ^ b * m y ^ (c - 1) := by
      rw [← Real.rpow_add (hm.pos y)]
      congr 1
      ring
    rw [hd.deriv, e, Real.rpow_add (hm.pos y) b c]
    module
  -- the outer derivative
  have h2 : HasDerivAt
      (fun y => m y ^ (b + c) • deriv ψ y + (c * (deriv m y * m y ^ (b + c - 1))) • ψ y)
      ((m x ^ (b + c) • deriv (deriv ψ) x
          + (deriv m x * (b + c) * m x ^ (b + c - 1)) • deriv ψ x)
        + ((c * (deriv m x * m x ^ (b + c - 1))) • deriv ψ x
          + (c * (deriv (deriv m) x * m x ^ (b + c - 1)
            + deriv m x * (deriv m x * (b + c - 1) * m x ^ (b + c - 1 - 1)))) • ψ x)) x := by
    have h := ((hpow (b + c) x).smul (hψ' x).hasDerivAt).add
      ((((hm.diff2 x).hasDerivAt.mul (hpow (b + c - 1) x)).const_mul c).smul
        (hψ x).hasDerivAt)
    exact h
  -- the exponents add up to integers
  have hx := hm.pos x
  have p0 : m x ^ a * m x ^ (b + c) = (m x)⁻¹ := by
    rw [← Real.rpow_add hx, show a + (b + c) = -1 by linarith, Real.rpow_neg_one]
  have p1 : m x ^ a * m x ^ (b + c - 1) = (m x ^ 2)⁻¹ := by
    rw [← Real.rpow_add hx, show a + (b + c - 1) = -((2 : ℕ) : ℝ) by push_cast; linarith,
      Real.rpow_neg hx.le, Real.rpow_natCast]
  have p2 : m x ^ a * m x ^ (b + c - 1 - 1) = (m x ^ 3)⁻¹ := by
    rw [← Real.rpow_add hx, show a + (b + c - 1 - 1) = -((3 : ℕ) : ℝ) by push_cast; linarith,
      Real.rpow_neg hx.le, Real.rpow_natCast]
  have hb : b = -1 - a - c := by linarith
  unfold orderedProduct
  rw [funext h1, h2.deriv]
  trans (m x ^ a * m x ^ (b + c)) • deriv (deriv ψ) x
    + ((b + c + c) * deriv m x * (m x ^ a * m x ^ (b + c - 1))) • deriv ψ x
    + (c * deriv (deriv m) x * (m x ^ a * m x ^ (b + c - 1))
      + c * (b + c - 1) * deriv m x ^ 2 * (m x ^ a * m x ^ (b + c - 1 - 1))) • ψ x
  · module
  · rw [p0, p1, p2, hb]
    module
```

The main theorem is an equality at each point `x`. It concerns differential expressions: no normalisation, boundary condition or self-adjointness enters. The proof uses the expansion twice, the second time with the outer exponents exchanged, and computes $(\psi'/m)'$ in `hd`.

```lean
/-- The von Roos operator is the BenDaniel–Duke operator plus the effective potential `W`. -/
theorem vonRoos_eq_benDanielDuke_add {α β γ : ℝ} (hsum : α + β + γ = -1) {m : ℝ → ℝ}
    (hm : IsMassProfile m) {ψ : ℝ → ℂ} (hψ : Differentiable ℝ ψ)
    (hψ' : Differentiable ℝ (deriv ψ)) (x : ℝ) :
    vonRoos α β γ m ψ x = benDanielDuke m ψ x + orderingPotential α γ m x • ψ x := by
  have hd : HasDerivAt (fun y => (m y)⁻¹ • deriv ψ y)
      ((m x)⁻¹ • deriv (deriv ψ) x + (-deriv m x / m x ^ 2) • deriv ψ x) x := by
    have h := ((hm.diff x).hasDerivAt.inv (hm.pos x).ne').smul (hψ' x).hasDerivAt
    exact h
  unfold vonRoos benDanielDuke orderingPotential
  rw [orderedProduct_expand hsum hm hψ hψ' x,
    orderedProduct_expand (show γ + β + α = -1 by linarith) hm hψ hψ' x, hd.deriv]
  module
```

The two test masses come next, each with a proof that it is admissible.

```lean
/-- The mass `1 + x²` is an admissible profile, and at `x = 0` it gives `W = -(α + γ)/2`. -/
theorem quadratic_mass : IsMassProfile (fun x : ℝ => 1 + x ^ 2) ∧
    ∀ α γ : ℝ, orderingPotential α γ (fun x : ℝ => 1 + x ^ 2) 0 = -(α + γ) / 2 := by
  have d1 : deriv (fun x : ℝ => 1 + x ^ 2) = fun x => 2 * x := funext fun x =>
    (((hasDerivAt_pow 2 x).const_add 1).congr_deriv (by norm_num)).deriv
  have d2 : deriv (fun x : ℝ => 2 * x) = fun _ => 2 := funext fun x =>
    (((hasDerivAt_id' x).const_mul (2 : ℝ)).congr_deriv (mul_one 2)).deriv
  refine ⟨⟨fun x => by positivity, by fun_prop, by rw [d1]; fun_prop⟩, fun α γ => ?_⟩
  unfold orderingPotential
  rw [d1, d2]
  ring

/-- The mass `exp(kx)` is an admissible profile, with
`W = k² (α + γ + 2αγ) / (4 exp(kx))`. -/
theorem exponential_mass (k : ℝ) : IsMassProfile (fun x => Real.exp (k * x)) ∧
    ∀ α γ x : ℝ, orderingPotential α γ (fun x => Real.exp (k * x)) x
      = k ^ 2 * (α + γ + 2 * α * γ) / (4 * Real.exp (k * x)) := by
  have hd : ∀ y, HasDerivAt (fun x => Real.exp (k * x)) (k * Real.exp (k * y)) y :=
    fun y => (((hasDerivAt_id' y).const_mul k).exp).congr_deriv (by ring)
  have d1 : deriv (fun x => Real.exp (k * x)) = fun y => k * Real.exp (k * y) :=
    funext fun y => (hd y).deriv
  have d2 : deriv (fun y => k * Real.exp (k * y)) = fun y => k * (k * Real.exp (k * y)) :=
    funext fun y => ((hd y).const_mul k).deriv
  refine ⟨⟨fun x => Real.exp_pos _, by fun_prop, by rw [d1]; fun_prop⟩, fun α γ x => ?_⟩
  unfold orderingPotential
  rw [d1, d2]
  beta_reduce
  have hne := (Real.exp_pos (k * x)).ne'
  generalize Real.exp (k * x) = E at hne ⊢
  field_simp
  ring
```

Their values determine more than the vanishing case. If two orderings give the same $W$ for every mass, then $\alpha+\gamma=\alpha'+\gamma'$ and $\alpha\gamma=\alpha'\gamma'$. Hence

$$(\alpha-\alpha')(\alpha-\gamma')=\alpha^2-\alpha(\alpha+\gamma)+\alpha\gamma=0,$$

which is `hprod`. The outer exponents therefore agree up to exchange. Conversely, $W$ is symmetric in them.

```lean
/-- Two orderings give the same `W` for every mass profile exactly when their outer
exponents agree up to exchange. -/
theorem orderingPotential_eq_iff (α γ α' γ' : ℝ) :
    (∀ m, IsMassProfile m → ∀ x, orderingPotential α γ m x = orderingPotential α' γ' m x)
      ↔ (α = α' ∧ γ = γ') ∨ (α = γ' ∧ γ = α') := by
  constructor
  · intro h
    -- the two test masses fix the sum and the product of the exponents
    have h1 := h _ quadratic_mass.1 0
    rw [quadratic_mass.2, quadratic_mass.2] at h1
    have h2 := h _ (exponential_mass 1).1 0
    rw [(exponential_mass 1).2, (exponential_mass 1).2, mul_zero, Real.exp_zero] at h2
    have hs : α + γ = α' + γ' := by linarith
    have hp : α * γ = α' * γ' := by linarith
    have hprod : (α - α') * (α - γ') = 0 := by linear_combination α * hs - hp
    rcases mul_eq_zero.mp hprod with h3 | h3
    · exact Or.inl ⟨by linarith, by linarith⟩
    · exact Or.inr ⟨by linarith, by linarith⟩
  · rintro (⟨rfl, rfl⟩ | ⟨rfl, rfl⟩) m _ x
    · rfl
    · unfold orderingPotential
      ring
```

Comparing with the ordering $\alpha'=\gamma'=0$, whose potential is zero, gives the vanishing criterion.

```lean
/-- The effective potential `W` vanishes for every mass profile exactly when
`α = γ = 0`. -/
theorem orderingPotential_eq_zero_iff (α γ : ℝ) :
    (∀ m, IsMassProfile m → ∀ x, orderingPotential α γ m x = 0) ↔ α = 0 ∧ γ = 0 := by
  have h0 : ∀ m x, orderingPotential 0 0 m x = 0 := by
    intro m x
    simp [orderingPotential]
  have h := orderingPotential_eq_iff α γ 0 0
  simp only [h0, or_self] at h
  exact h
```

The same criterion decides when the operators themselves agree for all masses and all twice differentiable wave functions. On $\psi=1$ the BenDaniel–Duke term is zero and the von Roos operator returns $W$, so agreement forces $W=0$. The other direction substitutes $W=0$ into the main theorem.

```lean
/-- The von Roos and BenDaniel–Duke operators agree for all mass profiles and all twice
differentiable wave functions exactly when `α = γ = 0`. -/
theorem vonRoos_eq_benDanielDuke_iff {α β γ : ℝ} (hsum : α + β + γ = -1) :
    (∀ m, IsMassProfile m → ∀ ψ : ℝ → ℂ, Differentiable ℝ ψ → Differentiable ℝ (deriv ψ) →
      ∀ x, vonRoos α β γ m ψ x = benDanielDuke m ψ x) ↔ α = 0 ∧ γ = 0 := by
  rw [← orderingPotential_eq_zero_iff]
  constructor
  · intro h m hm x
    -- test on a constant wave function
    have hc : deriv (fun _ : ℝ => (1 : ℂ)) = fun _ => 0 := by
      funext y
      simp
    have c1 : Differentiable ℝ (fun _ : ℝ => (1 : ℂ)) := by fun_prop
    have c2 : Differentiable ℝ (deriv (fun _ : ℝ => (1 : ℂ))) := by rw [hc]; fun_prop
    have h1 := h m hm _ c1 c2 x
    rw [vonRoos_eq_benDanielDuke_add hsum hm c1 c2 x] at h1
    simpa using h1
  · intro h m hm ψ hψ hψ' x
    rw [vonRoos_eq_benDanielDuke_add hsum hm hψ hψ' x, h m hm x, zero_smul, add_zero]
```

The quantifier over all masses matters. For $m=e^{kx}$,

$$W=\frac{k^2(\alpha+\gamma+2\alpha\gamma)}{4e^{kx}},$$

which is also zero at $\alpha=\gamma=-1$. With this mass, the ordering $\alpha=\gamma=-1$, $\beta=1$ cannot be distinguished from BenDaniel–Duke.

```lean
/-- For the exponential mass `exp(kx)`, the ordering `α = γ = -1`, `β = 1` gives the
BenDaniel–Duke operator. -/
theorem vonRoos_exponential_mass (k : ℝ) {ψ : ℝ → ℂ} (hψ : Differentiable ℝ ψ)
    (hψ' : Differentiable ℝ (deriv ψ)) (x : ℝ) :
    vonRoos (-1) 1 (-1) (fun x => Real.exp (k * x)) ψ x
      = benDanielDuke (fun x => Real.exp (k * x)) ψ x := by
  have hW : orderingPotential (-1) (-1) (fun x => Real.exp (k * x)) x = 0 := by
    rw [(exponential_mass k).2]
    norm_num
  rw [vonRoos_eq_benDanielDuke_add (by norm_num) (exponential_mass k).1 hψ hψ' x, hW,
    zero_smul, add_zero]

end

end VonRoosOrdering
```

```lean
#print axioms VonRoosOrdering.vonRoos_eq_benDanielDuke_add
-- 'VonRoosOrdering.vonRoos_eq_benDanielDuke_add' depends on axioms: [propext, Classical.choice, Quot.sound]
#print axioms VonRoosOrdering.vonRoos_eq_benDanielDuke_iff
-- 'VonRoosOrdering.vonRoos_eq_benDanielDuke_iff' depends on axioms: [propext, Classical.choice, Quot.sound]
#print axioms VonRoosOrdering.vonRoos_exponential_mass
-- 'VonRoosOrdering.vonRoos_exponential_mass' depends on axioms: [propext, Classical.choice, Quot.sound]
```
